# At fixed amplification, the degree of a Chebyshev filter scales as the inverse square root of a small relative gap

## A wanted state just above a crowded window

A trial state \(\psi\) contains an eigenstate of energy \(E_0\) that we want, mixed with others whose energies fill a window \([a,b]\) just below it. A polynomial in the Hamiltonian \(H\) can enhance the wanted component, but each degree takes one more application of \(H\). How does the required degree grow as the relative gap
\[
g=\frac{E_0-b}{b-a}
\]
shrinks?

The Chebyshev filter maps the window to \([-1,1]\) and runs a three-term recurrence:
\[
\tilde H=\frac{2H-(a+b)}{b-a},\qquad \psi_0=\psi,\quad \psi_1=\tilde H\psi,\quad \psi_{n+2}=2\tilde H\psi_{n+1}-\psi_n .
\]
An energy \(E\) becomes \(e(E)=(2E-a-b)/(b-a)\), so \(e(E_0)=1+2g\). For a wanted state below the window, apply the same filter to \(-H\).

In electronic structure, where such filters are used to extract eigenstates, the result estimates the number of applications of a fixed linear \(H\) to one starting vector, in exact arithmetic and with a known window.

## The degree that suffices and the degree that is necessary

Let \(\chi\) be the wanted eigenvector and \(\varphi_i\) any finite family of eigenvectors with energies in \([a,b]\), where \(a<b<E_0\). For \(\varepsilon>0\) and \(n\ge\sqrt{(b-a)/(2\varepsilon(E_0-b))}=1/\sqrt{2\varepsilon g}\),
\[
\Big(\sum_i|\langle\varphi_i|\psi_n\rangle|^2\Big)|\langle\chi|\psi\rangle|^2\le\varepsilon^2\,|\langle\chi|\psi_n\rangle|^2\sum_i|\langle\varphi_i|\psi\rangle|^2 .
\]
If \(\langle\chi|\psi\rangle\neq0\), division shows that the ratio of unwanted to wanted weight is multiplied by at most \(\varepsilon^2\). If it vanishes, both sides are zero: the filter cannot create a missing component.

Conversely, if the Chebyshev polynomial \(T_n\) satisfies \(T_n(1+\delta)\ge M\), with \(\delta,M>0\), then \(n\ge\log M/\sqrt{2\delta}\). With \(\delta=2g\) this is \(\log M/(2\sqrt g)\), so for fixed \(M>1\) the power of the gap cannot be improved. This bounds the degree needed for amplification, not for suppression: a single unwanted level at the centre of the window is removed already at degree 1, since \(T_1(0)=0\). With \(M=1/\varepsilon\), the two bounds differ in their dependence on the amplification: \(M^{1/2}\) in the first, \(\log M\) in the second. At a fixed gap and large \(M\) the logarithm is the true behaviour, because \(T_n(\cosh t)=\cosh nt\) grows exponentially in \(n\).

## Growth outside the window, boundedness inside

**Growth.** Let \(x\ge1\). We show together that
\[
T_n(x)\ge1+n^2(x-1),\qquad T_{n+1}(x)-T_n(x)\ge(2n+1)(x-1).
\]
For \(n=0\) both are equalities, since \(T_0=1\) and \(T_1=x\). Adding the two bounds at \(n\) gives \(T_{n+1}(x)\ge1+(n+1)^2(x-1)\ge1\). The recurrence \(T_{n+2}=2xT_{n+1}-T_n\) then yields
\[
T_{n+2}-T_{n+1}=(T_{n+1}-T_n)+2(x-1)T_{n+1}\ge(2n+3)(x-1).
\]
The increments are nonnegative, so \(T_n(x)\) is nondecreasing in \(n\).

**Boundedness.** For \(y=\cos\theta\in[-1,1]\), \(T_n(y)=\cos n\theta\), hence \(|T_n(y)|\le1\).

**Overlaps.** If \(H\varphi=E\varphi\), symmetry gives \(\langle\varphi|Hv\rangle=E\langle\varphi|v\rangle\), so \(\langle\varphi|\tilde Hv\rangle=e(E)\langle\varphi|v\rangle\). The overlaps \(\langle\varphi|\psi_n\rangle\) therefore obey the Chebyshev recurrence, and \(\langle\varphi|\psi_n\rangle=T_n(e(E))\langle\varphi|\psi\rangle\).

**Filtering.** Unwanted overlaps do not grow in modulus. For the wanted one, \(n^2\ge1/(2\varepsilon g)\) gives
\[
\varepsilon T_n(1+2g)\ge\varepsilon+2\varepsilon g n^2\ge1 ,
\]
so \(|\langle\chi|\psi\rangle|^2\le\varepsilon^2|\langle\chi|\psi_n\rangle|^2\). Multiplying the two estimates gives the claim.

**Converse.** Write \(1+\delta=\cosh t\) with \(t\ge0\). Since \(\cosh t=1+2\sinh^2(t/2)\ge1+t^2/2\), we have \(t\le\sqrt{2\delta}\), and
\[
T_n(1+\delta)=\cosh nt\le e^{nt}\le e^{n\sqrt{2\delta}} .
\]
Taking logarithms of \(M\le T_n(1+\delta)\) gives the necessary degree.

## Window [0, 8], wanted energy 9

Here \(g=1/8\) and \(e(E_0)=1.25\). For \(\varepsilon=1/4\) the sufficient degree is \(\sqrt{8/(2\cdot\frac14\cdot1)}=4\). The recurrence gives
\[
T_0,\dots,T_4=1,\;1.25,\;2.125,\;4.0625,\;8.03125 .
\]
Amplification \(M=4\) is already reached at degree 3. The necessary bound, \(\log4/\sqrt{0.5}\approx1.96\), excludes degrees 0 and 1.

## An unwanted level below the window

Keep this window, but let the unwanted energy be \(-1\), violating \(a\le E_i\). It is mapped to \(-1.25\), and \(|T_n(-1.25)|=T_n(1.25)\). For \(H=\mathrm{diag}(9,-1)\) and \(\psi=(1,1)/\sqrt2\), both components are amplified equally at every degree, and the inequality with \(\varepsilon=1/4\) fails. The hypothesis that \(a\) bounds the unwanted energies from below therefore cannot be dropped in general.

## How the Lean objects represent the filter

`cheb n x` is Mathlib's Chebyshev polynomial of the first kind evaluated at a real number. `scaledEnergy` is \(e(E)\), `scaledApply` is the action of \(\tilde H\), and `filterState H a b ψ n` is \(\psi_n\), defined by the vector recurrence itself.

The space `V` is any complex inner product space, and `H` is a linear map defined on all of it; an operator defined on only part of `V` is not covered. `H.IsSymmetric` says \(\langle Hu|v\rangle=\langle u|Hv\rangle\). The finite set `s` labels the unwanted eigenvectors, and components outside that family are not controlled.

No vector needs to be normalised. For a unit \(\psi\) and unnormalised eigenvectors, the physical amplitude is \(\langle\varphi_i|\psi\rangle/\|\varphi_i\|\); with an orthonormal family and a unit \(\psi\), the initial sum is the probability of finding the state in the unwanted span. The filtered state must be divided by its norm before its overlaps are read as amplitudes, which leaves the ratio unchanged.

```lean
import Mathlib

open Polynomial

namespace ChebyshevFilter

noncomputable section

/-- The value `T_n(x)` of the Chebyshev polynomial of the first kind at a real point. -/
def cheb (n : ℕ) (x : ℝ) : ℝ := (Polynomial.Chebyshev.T ℝ (n : ℤ)).eval x

/-- The affine map taking the energy window `[a, b]` to `[-1, 1]`, for `a < b`. -/
def scaledEnergy (a b E : ℝ) : ℝ := (2 * E - a - b) / (b - a)

variable {V : Type*} [NormedAddCommGroup V] [InnerProductSpace ℂ V]

/-- The Hamiltonian, shifted and scaled so that the window `[a, b]` becomes `[-1, 1]`,
applied to a state, for `a < b`. -/
def scaledApply (H : V →ₗ[ℂ] V) (a b : ℝ) (v : V) : V :=
  ((1 / (b - a) : ℝ) : ℂ) • ((2 : ℂ) • H v - ((a + b : ℝ) : ℂ) • v)

/-- The state after `n` steps of the Chebyshev filter recurrence started from `ψ`,
for a window with `a < b`. -/
def filterState (H : V →ₗ[ℂ] V) (a b : ℝ) (ψ : V) : ℕ → V
  | 0 => ψ
  | 1 => scaledApply H a b ψ
  | n + 2 => (2 : ℂ) • scaledApply H a b (filterState H a b ψ (n + 1))
      - filterState H a b ψ n

/-- The three-term recurrence for Chebyshev values. -/
theorem cheb_add_two (n : ℕ) (x : ℝ) :
    cheb (n + 2) x = 2 * x * cheb (n + 1) x - cheb n x := by
  have h := Polynomial.Chebyshev.T_add_two ℝ (n : ℤ)
  unfold cheb
  push_cast
  rw [h]
  simp

/-- For `x ≥ 1`, `T_n(x)` is at least `1 + n² (x - 1)`, and the step from `T_n(x)` to
`T_{n+1}(x)` is at least `(2n + 1)(x - 1)`. -/
theorem cheb_growth {x : ℝ} (hx : 1 ≤ x) (n : ℕ) :
    1 + (n : ℝ) ^ 2 * (x - 1) ≤ cheb n x ∧
      (2 * (n : ℝ) + 1) * (x - 1) ≤ cheb (n + 1) x - cheb n x := by
  induction n with
  | zero => simp [cheb]
  | succ n ih =>
    obtain ⟨h1, h2⟩ := ih
    have h3 : 1 + ((n : ℝ) + 1) ^ 2 * (x - 1) ≤ cheb (n + 1) x := by linarith
    have h4 : 0 ≤ ((n : ℝ) + 1) ^ 2 * (x - 1) :=
      mul_nonneg (sq_nonneg _) (by linarith)
    -- the increment grows by 2 (x - 1) T_{n+1}(x)
    have h5 : 0 ≤ (x - 1) * (cheb (n + 1) x - 1) :=
      mul_nonneg (by linarith) (by linarith)
    have h6 := cheb_add_two n x
    push_cast
    refine ⟨h3, ?_⟩
    change _ ≤ cheb (n + 2) x - cheb (n + 1) x
    rw [h6]
    linarith

/-- At a fixed point `x ≥ 1` the Chebyshev values are nondecreasing in the degree. -/
theorem cheb_monotone {x : ℝ} (hx : 1 ≤ x) : Monotone (fun n : ℕ => cheb n x) := by
  apply monotone_nat_of_le_succ
  intro n
  have h := (cheb_growth hx n).2
  have h0 : 0 ≤ (2 * (n : ℝ) + 1) * (x - 1) :=
    mul_nonneg (by positivity) (by linarith)
  linarith

/-- On the window `[-1, 1]` the Chebyshev values are bounded by one in modulus. -/
theorem abs_cheb_le_one {y : ℝ} (h1 : -1 ≤ y) (h2 : y ≤ 1) (n : ℕ) :
    |cheb n y| ≤ 1 := by
  rw [← Real.cos_arccos h1 h2, cheb, Polynomial.Chebyshev.T_real_cos]
  exact Real.abs_cos_le_one _

/-- The filter multiplies the overlap with an eigenvector of energy `E` by the Chebyshev
value at the scaled energy. -/
theorem inner_filterState {H : V →ₗ[ℂ] V} (hH : H.IsSymmetric) {φ : V} {E : ℝ}
    (hφ : H φ = (E : ℂ) • φ) (a b : ℝ) (ψ : V) (n : ℕ) :
    inner ℂ φ (filterState H a b ψ n)
      = (cheb n (scaledEnergy a b E) : ℂ) * inner ℂ φ ψ := by
  have hS : ∀ v, inner ℂ φ (scaledApply H a b v)
      = (scaledEnergy a b E : ℂ) * inner ℂ φ v := by
    intro v
    have h : inner ℂ φ (H v) = (E : ℂ) * inner ℂ φ v := by
      rw [← hH φ v, hφ, inner_smul_left, Complex.conj_ofReal]
    rw [scaledApply, inner_smul_right, inner_sub_right, inner_smul_right,
      inner_smul_right, h, scaledEnergy]
    push_cast
    ring
  induction n using Nat.twoStepInduction with
  | zero => simp [filterState, cheb]
  | one =>
    rw [filterState, hS]
    simp [cheb]
  | more n ih0 ih1 =>
    rw [filterState, inner_sub_right, inner_smul_right, hS, ih1, ih0, cheb_add_two]
    push_cast
    ring

/-- Let the unwanted eigenvectors `φ i` have energies in `[a, b]` and the wanted one `χ` energy `E₀
> b`. Once the degree reaches `√((b - a) / (2 ε (E₀ - b)))`, the ratio of the summed squared
unwanted overlaps to the squared wanted overlap is multiplied by at most `ε²`; the inequality is
stated without division. -/
theorem filter_resolves_gap {ι : Type*} (s : Finset ι) {H : V →ₗ[ℂ] V}
    (hH : H.IsSymmetric) {φ : ι → V} {E : ι → ℝ} {χ : V} {E₀ a b ε : ℝ}
    (hφ : ∀ i ∈ s, H (φ i) = (E i : ℂ) • φ i) (hE : ∀ i ∈ s, a ≤ E i ∧ E i ≤ b)
    (hχ : H χ = (E₀ : ℂ) • χ) (hab : a < b) (hgap : b < E₀) (hε : 0 < ε)
    (n : ℕ) (hn : √((b - a) / (2 * ε * (E₀ - b))) ≤ n) (ψ : V) :
    (∑ i ∈ s, ‖inner ℂ (φ i) (filterState H a b ψ n)‖ ^ 2) * ‖inner ℂ χ ψ‖ ^ 2
      ≤ ε ^ 2 * ‖inner ℂ χ (filterState H a b ψ n)‖ ^ 2
        * ∑ i ∈ s, ‖inner ℂ (φ i) ψ‖ ^ 2 := by
  have hw : 0 < b - a := by linarith
  have hg : 0 < E₀ - b := by linarith
  have hnorm : ∀ (c : ℝ) (z : ℂ), ‖(c : ℂ) * z‖ ^ 2 = c ^ 2 * ‖z‖ ^ 2 := by
    intro c z
    rw [norm_mul, Complex.norm_real, Real.norm_eq_abs, mul_pow, sq_abs]
  -- unwanted overlaps do not grow
  have hsum : ∑ i ∈ s, ‖inner ℂ (φ i) (filterState H a b ψ n)‖ ^ 2
      ≤ ∑ i ∈ s, ‖inner ℂ (φ i) ψ‖ ^ 2 := by
    apply Finset.sum_le_sum
    intro i hi
    obtain ⟨hl, hu⟩ := hE i hi
    have h1 : -1 ≤ scaledEnergy a b (E i) := by
      rw [scaledEnergy, le_div_iff₀ hw]
      linarith
    have h2 : scaledEnergy a b (E i) ≤ 1 := by
      rw [scaledEnergy, div_le_iff₀ hw]
      linarith
    rw [inner_filterState hH (hφ i hi), hnorm]
    exact mul_le_of_le_one_left (sq_nonneg _)
      ((sq_le_one_iff_abs_le_one _).mpr (abs_cheb_le_one h1 h2 n))
  -- the wanted overlap is multiplied by a factor of at least 1 / ε
  have hx : scaledEnergy a b E₀ - 1 = 2 * (E₀ - b) / (b - a) := by
    rw [scaledEnergy, eq_div_iff hw.ne', sub_mul, div_mul_cancel₀ _ hw.ne']
    ring
  have hx1 : 1 ≤ scaledEnergy a b E₀ := by
    have : 0 ≤ 2 * (E₀ - b) / (b - a) := by positivity
    linarith
  have hdeg := (Real.sqrt_le_iff.mp hn).2
  rw [div_le_iff₀ (by positivity)] at hdeg
  have hamp : 1 ≤ ε * cheb n (scaledEnergy a b E₀) := by
    have h1 := (cheb_growth hx1 n).1
    rw [hx] at h1
    have h2 : 1 ≤ ε * ((n : ℝ) ^ 2 * (2 * (E₀ - b) / (b - a))) := by
      have h3 : ε * ((n : ℝ) ^ 2 * (2 * (E₀ - b) / (b - a)))
          = (n : ℝ) ^ 2 * (2 * ε * (E₀ - b)) / (b - a) := by ring
      rw [h3, le_div_iff₀ hw]
      linarith
    have h4 := mul_le_mul_of_nonneg_left h1 hε.le
    linarith
  have hwanted : ‖inner ℂ χ ψ‖ ^ 2
      ≤ ε ^ 2 * ‖inner ℂ χ (filterState H a b ψ n)‖ ^ 2 := by
    rw [inner_filterState hH hχ, hnorm, ← mul_assoc, ← mul_pow]
    exact le_mul_of_one_le_left (sq_nonneg _) (one_le_pow₀ hamp)
  calc _ ≤ (∑ i ∈ s, ‖inner ℂ (φ i) ψ‖ ^ 2) * ‖inner ℂ χ ψ‖ ^ 2 :=
        mul_le_mul_of_nonneg_right hsum (sq_nonneg _)
    _ ≤ (∑ i ∈ s, ‖inner ℂ (φ i) ψ‖ ^ 2)
          * (ε ^ 2 * ‖inner ℂ χ (filterState H a b ψ n)‖ ^ 2) :=
        mul_le_mul_of_nonneg_left hwanted (Finset.sum_nonneg fun i _ => sq_nonneg _)
    _ = _ := by ring

/-- At a point `cosh t`, with `t` real, the Chebyshev value is a hyperbolic cosine: `T_n(cosh t) =
cosh (n t)`. -/
theorem cheb_cosh (t : ℝ) (n : ℕ) : cheb n (Real.cosh t) = Real.cosh (n * t) := by
  induction n using Nat.twoStepInduction with
  | zero => simp [cheb]
  | one => simp [cheb]
  | more n ih0 ih1 =>
    have h1 : ((n + 2 : ℕ) : ℝ) * t = ((n + 1 : ℕ) : ℝ) * t + t := by push_cast; ring
    have h2 : (n : ℝ) * t = ((n + 1 : ℕ) : ℝ) * t - t := by push_cast; ring
    rw [cheb_add_two, ih1, ih0, h1, h2, Real.cosh_add, Real.cosh_sub]
    ring

/-- At distance `δ` above the window `[-1, 1]`, the Chebyshev value of degree `n` is at most
`exp (n √(2δ))`. -/
theorem cheb_le_exp {δ : ℝ} (hδ : 0 ≤ δ) (n : ℕ) :
    cheb n (1 + δ) ≤ Real.exp (n * √(2 * δ)) := by
  -- write 1 + δ = cosh t with t ≥ 0
  obtain ⟨t, ht, hc⟩ : ∃ t : ℝ, 0 ≤ t ∧ Real.cosh t = 1 + δ := by
    have hq : √((1 + δ) ^ 2 - 1) ^ 2 = (1 + δ) ^ 2 - 1 := Real.sq_sqrt (by nlinarith)
    have hq0 := Real.sqrt_nonneg ((1 + δ) ^ 2 - 1)
    set q := √((1 + δ) ^ 2 - 1)
    have hinv : (1 + δ + q)⁻¹ = 1 + δ - q :=
      inv_eq_of_mul_eq_one_right (by linear_combination -hq)
    refine ⟨Real.log (1 + δ + q), Real.log_nonneg (by linarith), ?_⟩
    rw [Real.cosh_log (by linarith), hinv]
    ring
  have hts : t ≤ √(2 * δ) := by
    have h1 : t / 2 ≤ Real.sinh (t / 2) := Real.self_le_sinh_iff.mpr (by linarith)
    have h2 := Real.cosh_two_mul (t / 2)
    rw [Real.cosh_sq, mul_div_cancel₀ t (two_ne_zero' ℝ), hc] at h2
    exact (le_abs_self t).trans (Real.abs_le_sqrt (by nlinarith))
  have hnt : 0 ≤ (n : ℝ) * t := by positivity
  rw [← hc, cheb_cosh]
  calc Real.cosh (n * t) ≤ Real.exp (n * t) := by
        have h : Real.exp (-(n * t)) ≤ Real.exp (n * t) :=
          Real.exp_le_exp.mpr (by linarith)
        rw [Real.cosh_eq]
        linarith
    _ ≤ _ := Real.exp_le_exp.mpr (mul_le_mul_of_nonneg_left hts (Nat.cast_nonneg n))

/-- A Chebyshev value of at least `M` at distance `δ` above the window requires degree at least
`log M / √(2δ)`. -/
theorem degree_necessary {δ M : ℝ} (hδ : 0 < δ) (hM : 0 < M) (n : ℕ)
    (h : M ≤ cheb n (1 + δ)) : Real.log M / √(2 * δ) ≤ n := by
  rw [div_le_iff₀ (Real.sqrt_pos.mpr (by linarith))]
  have h1 := Real.log_le_log hM (h.trans (cheb_le_exp hδ.le n))
  rwa [Real.log_exp] at h1

end

end ChebyshevFilter
```

```lean
#print axioms ChebyshevFilter.cheb_monotone
#print axioms ChebyshevFilter.filter_resolves_gap
#print axioms ChebyshevFilter.degree_necessary
```

```
'ChebyshevFilter.cheb_monotone' depends on axioms: [propext, Classical.choice, Quot.sound]
'ChebyshevFilter.filter_resolves_gap' depends on axioms: [propext, Classical.choice, Quot.sound]
'ChebyshevFilter.degree_necessary' depends on axioms: [propext, Classical.choice, Quot.sound]
```

## From the recurrence to the two degree bounds

`cheb_growth` carries both growth estimates through one induction. Its `h3` is the new quadratic bound and `h5` is \((x-1)(T_{n+1}-1)\ge0\); after rewriting with `cheb_add_two`, `linarith` combines them. `cheb_monotone` needs only the increments, and `abs_cheb_le_one` substitutes \(y=\cos(\arccos y)\).

In `inner_filterState`, `hS` moves \(\tilde H\) onto the eigenvector, and a two-step induction matches the vector recurrence to the scalar one.

`filter_resolves_gap` assembles these parts: `hsum` bounds the unwanted sum, `hamp` is \(1\le\varepsilon T_n(e(E_0))\), `hwanted` turns it into a bound on the squared overlap, and the final `calc` multiplies the estimates.

For the converse, `cheb_cosh` uses the addition formulas for \(\cosh((n+1)t\pm t)\). `cheb_le_exp` constructs \(t=\log(1+\delta+q)\) with \(q=\sqrt{(1+\delta)^2-1}\), and `hts` proves \(t\le\sqrt{2\delta}\) by the half-angle step above. `degree_necessary` takes the logarithm.
